# Isotropic couplings at exactly zero field turn parahydrogen singlet order into no magnetisation on any spin 1/2

## Could a carbon gain what the protons lose?

Let I_jb be the component of spin j along axis b, F_b = Σ_j I_jb the total spin, and ħ = 1. I start with N spins 1/2, of which p and q are the two protons from parahydrogen in their singlet state, and the rest are unpolarised:

ρ = 2^(−N) (1 − 4 I_p·I_q).

For a liquid at exactly zero field I keep only the isotropic couplings J_jk I_j·I_k. If a ¹³C couples to one of the two protons more strongly than to the other, the singlet order evolves. I know that F_z is conserved, but that only fixes the sum. Why can't the carbon become polarised along +z while the protons become polarised along −z?

## Symmetry about x forbids z polarisation spin by spin

Count the axes x, y, z cyclically, so that a+1 and a+2 are the two axes after a. Write H for the Hamiltonian, [A, B] = AB − BA, U = exp(−iHt) and ρ(t) = U ρ U⁻¹. "Magnetisation" of spin j along b means tr(I_jb ρ(t)), without the gyromagnetic ratio.

Conservation of F_z is indeed too weak. What settles the matter is that the Hamiltonian and the initial state are both symmetric under rotations about x, and such a rotation by 180° reverses every I_jz separately. The same argument can be made with commutators.

Operators on different spins commute, so only spin j contributes to its commutator with F_a:

[F_a, I_ja] = 0
[F_a, I_j,a+1] = i I_j,a+2
[F_a, I_j,a+2] = −i I_j,a+1

Suppose that H and ρ commute with F_a. Then U and U⁻¹, being power series in H, commute with F_a, and so does ρ(t). For any operator X, cyclicity of the trace gives

tr([F_a, X] ρ(t)) = tr(X ρ(t) F_a) − tr(X F_a ρ(t)) = 0.

With a = x and X = I_jy the commutator is i I_jz, hence tr(I_jz ρ(t)) = 0 for each j. With X = I_jz it is −i I_jy, so the y component vanishes too.

It remains to check the symmetry of the scalar products. By the product rule for commutators,

[F_a, I_j·I_k] = i I_j,a+2 I_k,a+1 + i I_j,a+1 I_k,a+2 − i I_j,a+1 I_k,a+2 − i I_j,a+2 I_k,a+1 = 0.

So the isotropic Hamiltonian and the parahydrogen state commute with F_a for every a. To exclude magnetisation along b, take any a ≠ b.

The conservation law that you mention needs only the symmetry of H. Since U commutes with F_a,

tr(F_a U ρ U⁻¹) = tr(U F_a ρ U⁻¹) = tr(F_a ρ).

In the Lean file below, `ι` is the finite set of spins, and an operator is a complex matrix indexed by up/down configurations. `spin j b` is I_jb, `total a` is F_a, `dot j k` is I_j·I_k, and `evolve H ρ t` is ρ(t). The axes x, y, z are 0, 1, 2 in `Fin 3`, where addition is cyclic.

`no_transverse_magnetisation` says that if H and ρ commute with `total a`, and b ≠ a, then the trace of `spin j b` with the evolved state is zero for every spin j and real t. H need not be Hermitian, nor ρ positive or of trace one. The axis a itself is excluded because a state polarised along a also commutes with F_a.

`parahydrogen_no_magnetisation` answers your question for arbitrary real couplings and every axis. `isotropic J` sums over ordered pairs, so the coupling of two different spins is `J j k + J k j`, an angular frequency equal to 2π times the usual J in hertz; the terms with j = k only add a constant. The theorem also admits p = q, but then `parahydrogen p q` is not a physical state.

`total_magnetisation_conserved` concerns the total spin. With different nuclear species this is not the total magnetic moment, which weights each spin by its gyromagnetic ratio.

```lean
import Mathlib

open Complex (I)

namespace ZeroFieldTransfer

noncomputable section

variable {ι : Type*} [Fintype ι] [DecidableEq ι]

/-- Operators on a set `ι` of spins 1/2, as matrices in the basis of up/down configurations. -/
abbrev Op (ι : Type*) := Matrix (ι → Fin 2) (ι → Fin 2) ℂ

/-- The tensor product of one operator for each spin. -/
def tensor (A : ι → Matrix (Fin 2) (Fin 2) ℂ) : Op ι :=
  Matrix.of fun s u => ∏ k, A k (s k) (u k)

/-- The operator that acts as `A` on spin `j` and as the identity on all other spins. -/
def site (j : ι) (A : Matrix (Fin 2) (Fin 2) ℂ) : Op ι :=
  tensor (Function.update (fun _ => 1) j A)

/-- The spin matrices of a single spin 1/2; the axes x, y, z are numbered 0, 1, 2. -/
def half : Fin 3 → Matrix (Fin 2) (Fin 2) ℂ :=
  ![!![0, 1 / 2; 1 / 2, 0], !![0, -I / 2; I / 2, 0], !![1 / 2, 0; 0, -1 / 2]]

/-- The component of spin `j` along axis `a`. -/
def spin (j : ι) (a : Fin 3) : Op ι := site j (half a)

/-- The total spin along axis `a`. -/
def total (a : Fin 3) : Op ι := ∑ j, spin j a

/-- The scalar product of the spin vectors of spins `j` and `k`. -/
def dot (j k : ι) : Op ι := ∑ b, spin j b * spin k b

/-- The zero-field Hamiltonian with isotropic couplings `J j k`, summed over ordered pairs. -/
def isotropic (J : ι → ι → ℝ) : Op ι := ∑ j, ∑ k, (J j k : ℂ) • dot j k

/-- For `p ≠ q`, the density matrix with spins `p` and `q` in the singlet state and all
other spins unpolarised. -/
def parahydrogen (p q : ι) : Op ι :=
  ((1 / 2 : ℂ) ^ Fintype.card ι) • (1 - (4 : ℂ) • dot p q)

/-- The density matrix at time `t` under the Hamiltonian `H`, in units with ħ = 1. -/
def evolve (H ρ : Op ι) (t : ℝ) : Op ι :=
  NormedSpace.exp ((-(I * t)) • H) * ρ * NormedSpace.exp ((I * t) • H)

/-- Tensor products of operators multiply spin by spin. -/
theorem tensor_mul (A B : ι → Matrix (Fin 2) (Fin 2) ℂ) :
    tensor A * tensor B = tensor fun k => A k * B k := by
  ext s u
  simp only [tensor, Matrix.mul_apply, Matrix.of_apply, Finset.prod_univ_sum,
    Fintype.piFinset_univ, Finset.prod_mul_distrib]

/-- Placing an operator on spin `j` respects differences and scalar multiples. -/
theorem site_linear (j : ι) (A B : Matrix (Fin 2) (Fin 2) ℂ) (c : ℂ) :
    site j (A - B) = site j A - site j B ∧ site j (c • A) = c • site j A := by
  -- split off the factor that belongs to spin j
  have key : ∀ (M : Matrix (Fin 2) (Fin 2) ℂ) (s u : ι → Fin 2), site j M s u =
      M (s j) (u j) * ∏ k ∈ Finset.univ.erase j,
        (1 : Matrix (Fin 2) (Fin 2) ℂ) (s k) (u k) := by
    intro M s u
    unfold site tensor
    rw [Matrix.of_apply, ← Finset.mul_prod_erase _ _ (Finset.mem_univ j),
      Function.update_self]
    congr 1
    apply Finset.prod_congr rfl
    intro k hk
    rw [Function.update_of_ne (Finset.ne_of_mem_erase hk)]
  constructor
  · ext s u
    rw [Matrix.sub_apply, key, key, key, Matrix.sub_apply, sub_mul]
  · ext s u
    rw [Matrix.smul_apply, key, key, Matrix.smul_apply, smul_mul_assoc]

/-- Operators on the same spin multiply as 2 × 2 matrices, and operators on different spins
commute. -/
theorem site_mul (j : ι) (A B : Matrix (Fin 2) (Fin 2) ℂ) :
    site j A * site j B = site j (A * B) ∧
      ∀ k, k ≠ j → site k A * site j B = site j B * site k A := by
  constructor
  · unfold site
    rw [tensor_mul]
    congr 1
    funext l
    by_cases h : l = j
    · subst h
      simp
    · simp [Function.update_of_ne h]
  · intro k hk
    unfold site
    rw [tensor_mul, tensor_mul]
    congr 1
    funext l
    by_cases h : l = k
    · subst h
      simp [Function.update_of_ne hk]
    · simp [Function.update_of_ne h]

/-- The commutation relations of a single spin 1/2, with the axes counted cyclically. -/
theorem half_comm (a : Fin 3) :
    half a * half (a + 1) - half (a + 1) * half a = I • half (a + 2) ∧
      half a * half (a + 2) - half (a + 2) * half a = (-I) • half (a + 1) := by
  have h : ∀ a, half a * half (a + 1) - half (a + 1) * half a = I • half (a + 2) := by
    have h3 : half 0 * half 1 - half 1 * half 0 = I • half 2 ∧
        half 1 * half 2 - half 2 * half 1 = I • half 0 ∧
        half 2 * half 0 - half 0 * half 2 = I • half 1 := by
      refine ⟨?_, ?_, ?_⟩ <;> ext i j <;> fin_cases i <;> fin_cases j <;>
        simp [half] <;> ring_nf <;>
        norm_num [Complex.I_sq]
    intro a
    fin_cases a
    exacts [h3.1, h3.2.1, h3.2.2]
  have e1 : ∀ a : Fin 3, a + 2 + 1 = a := by decide
  have e2 : ∀ a : Fin 3, a + 2 + 2 = a + 1 := by decide
  have h2 := h (a + 2)
  rw [e1, e2] at h2
  exact ⟨h a, by rw [neg_smul, ← h2, neg_sub]⟩

/-- The commutators of the total spin along axis `a` with the three components of spin `j`. -/
theorem total_spin (j : ι) (a : Fin 3) :
    total a * spin j a - spin j a * total a = 0 ∧
      total a * spin j (a + 1) - spin j (a + 1) * total a = I • spin j (a + 2) ∧
      total a * spin j (a + 2) - spin j (a + 2) * total a = (-I) • spin j (a + 1) := by
  -- only the term of spin j survives in the commutator
  have key : ∀ M, total a * site j M - site j M * total a =
      site j (half a * M - M * half a) := by
    intro M
    unfold total
    rw [Finset.sum_mul, Finset.mul_sum, ← Finset.sum_sub_distrib, Finset.sum_eq_single j]
    · rw [spin, (site_mul j _ _).1, (site_mul j _ _).1, (site_linear j _ _ 0).1]
    · intro k _ hk
      rw [spin, (site_mul j _ _).2 k hk, sub_self]
    · intro h
      exact absurd (Finset.mem_univ j) h
  unfold spin
  refine ⟨?_, ?_, ?_⟩
  · rw [key, (site_linear j _ _ 0).1, sub_self]
  · rw [key, (half_comm a).1, (site_linear j _ 0 _).2]
  · rw [key, (half_comm a).2, (site_linear j _ 0 _).2]

/-- The scalar product of two spins commutes with the total spin along every axis. -/
theorem total_commute_dot (a : Fin 3) (j k : ι) : Commute (total a) (dot j k) := by
  have hsum : ∀ f : Fin 3 → Op ι, ∑ b, f b = f a + f (a + 1) + f (a + 2) := by
    intro f
    rw [Fin.sum_univ_three]
    fin_cases a
    · rfl
    · change f 0 + f 1 + f 2 = f 1 + f 2 + f 0
      abel
    · change f 0 + f 1 + f 2 = f 2 + f 0 + f 1
      abel
  obtain ⟨j0, j1, j2⟩ := total_spin j a
  obtain ⟨k0, k1, k2⟩ := total_spin k a
  unfold dot
  rw [hsum, commute_iff_eq, ← sub_eq_zero]
  -- Leibniz rule for the commutator
  calc _ = (total a * spin j a - spin j a * total a) * spin k a
        + spin j a * (total a * spin k a - spin k a * total a)
        + ((total a * spin j (a + 1) - spin j (a + 1) * total a) * spin k (a + 1)
        + spin j (a + 1) * (total a * spin k (a + 1) - spin k (a + 1) * total a))
        + ((total a * spin j (a + 2) - spin j (a + 2) * total a) * spin k (a + 2)
        + spin j (a + 2) * (total a * spin k (a + 2) - spin k (a + 2) * total a)) := by
          noncomm_ring
    _ = 0 := by
      rw [j0, j1, j2, k0, k1, k2]
      simp only [neg_smul, neg_mul, mul_neg, smul_mul_assoc, mul_smul_comm, zero_mul,
        mul_zero]
      abel

/-- If the Hamiltonian and the initial density matrix commute with the total spin along
axis `a`, no spin ever shows magnetisation along an axis `b` different from `a`. -/
theorem no_transverse_magnetisation {H ρ : Op ι} {a b : Fin 3} (hab : b ≠ a)
    (hH : Commute (total a) H) (hρ : Commute (total a) ρ) (j : ι) (t : ℝ) :
    Matrix.trace (spin j b * evolve H ρ t) = 0 := by
  -- the symmetry survives the evolution
  have hR : Commute (total a) (evolve H ρ t) :=
    ((hH.smul_right _).exp_right.mul_right hρ).mul_right (hH.smul_right _).exp_right
  -- a commutator with the total spin has no expectation value
  have key : ∀ X : Op ι,
      Matrix.trace ((total a * X - X * total a) * evolve H ρ t) = 0 := by
    intro X
    rw [Matrix.sub_mul, Matrix.trace_sub, Matrix.mul_assoc (total a) X,
      Matrix.trace_mul_comm (total a), Matrix.mul_assoc X, ← hR.eq,
      Matrix.mul_assoc X, sub_self]
  have axes : ∀ a b : Fin 3, b ≠ a → b = a + 1 ∨ b = a + 2 := by decide
  rcases axes a b hab with rfl | rfl
  · have h := key (spin j (a + 2))
    rw [(total_spin j a).2.2, smul_mul_assoc, Matrix.trace_smul, smul_eq_mul] at h
    exact (mul_eq_zero.mp h).resolve_left (neg_ne_zero.mpr Complex.I_ne_zero)
  · have h := key (spin j (a + 1))
    rw [(total_spin j a).2.1, smul_mul_assoc, Matrix.trace_smul, smul_eq_mul] at h
    exact (mul_eq_zero.mp h).resolve_left Complex.I_ne_zero

/-- Under isotropic couplings at zero field, parahydrogen singlet order gives no
magnetisation on any spin, along any axis, at any time. -/
theorem parahydrogen_no_magnetisation (J : ι → ι → ℝ) (p q j : ι) (b : Fin 3) (t : ℝ) :
    Matrix.trace (spin j b * evolve (isotropic J) (parahydrogen p q) t) = 0 := by
  have hb : ∀ b : Fin 3, b ≠ b + 1 := by decide
  refine no_transverse_magnetisation (hb b) ?_ ?_ j t
  · exact Commute.sum_right _ _ _ fun j _ => Commute.sum_right _ _ _ fun k _ =>
      (total_commute_dot _ j k).smul_right _
  · exact ((Commute.one_right _).sub_right
      ((total_commute_dot _ p q).smul_right _)).smul_right _

/-- If the Hamiltonian commutes with the total spin along axis `a`, the total magnetisation
along `a` keeps its initial value, whatever the initial density matrix. -/
theorem total_magnetisation_conserved {H : Op ι} {a : Fin 3}
    (hH : Commute (total a) H) (ρ : Op ι) (t : ℝ) :
    Matrix.trace (total a * evolve H ρ t) = Matrix.trace (total a * ρ) := by
  have hU : Commute (total a) (NormedSpace.exp ((-(I * t)) • H)) :=
    (hH.smul_right _).exp_right
  -- forward and backward propagators cancel
  have hVU : NormedSpace.exp ((I * t) • H) * NormedSpace.exp ((-(I * t)) • H) = 1 := by
    rw [← Matrix.exp_add_of_commute _ _
      (((Commute.refl H).smul_left _).smul_right _), ← add_smul, add_neg_cancel,
      zero_smul, NormedSpace.exp_zero]
  unfold evolve
  rw [← Matrix.mul_assoc, ← Matrix.mul_assoc, hU.eq, Matrix.trace_mul_comm,
    ← Matrix.mul_assoc, ← Matrix.mul_assoc, hVU, Matrix.one_mul]

end

end ZeroFieldTransfer
```

```lean
#print axioms ZeroFieldTransfer.parahydrogen_no_magnetisation
-- 'ZeroFieldTransfer.parahydrogen_no_magnetisation' depends on axioms: [propext, Classical.choice, Quot.sound]
#print axioms ZeroFieldTransfer.total_magnetisation_conserved
-- 'ZeroFieldTransfer.total_magnetisation_conserved' depends on axioms: [propext, Classical.choice, Quot.sound]
```

The first lemmas build the spin algebra. `tensor_mul` multiplies tensor products factor by factor, by expanding a product of sums. `site_linear` and `site_mul` carry differences, multiples and products of 2 × 2 matrices over to one spin among many, and show that different spins commute. `half_comm` checks the three cyclic relations entry by entry and obtains the relation with the minus sign by shifting the axis.

`total_spin` gives the three commutators with F_a; `Finset.sum_eq_single` removes the terms of all other spins. In `total_commute_dot`, `hsum` orders the axes as a, a+1, a+2, `noncomm_ring` verifies the product rule, and the four remaining terms cancel.

In `no_transverse_magnetisation`, `hR` is the symmetry of ρ(t) and `key` is the vanishing trace of a commutator. The two cases b = a+1 and b = a+2 use X = I_j,a+2 and X = I_j,a+1, after which the factor −i or i is divided out. The parahydrogen theorem applies this with b+1 as the symmetry axis. For the conservation law, `hU` moves F_a past the propagator and `hVU` cancels U⁻¹U.

The step from here to an experiment is the assumption that the sample is a closed set of spins 1/2 with constant, exactly isotropic couplings and no residual field. A field along z breaks the symmetry about x but keeps the one about z. The general theorem then still excludes x and y magnetisation, while the opposite z polarisations that you had in mind are no longer forbidden by it. In a simulation of such a finite, closed spin system that starts from the parahydrogen state ρ and stays at zero field, a polarisation clearly above rounding error points to a mistake in the Hamiltonian, the initial state, the propagation or the observable.
